# A lower bound on the s-wave exciton energy of smooth, compactly supported envelopes in two or more dimensions

## Units, energy and norm

An electron and a hole with reduced mass \(\mu\) attract each other through the potential \(-1/(\varepsilon r)\), where \(r\) is their separation, in Gaussian units with \(\hbar=e=1\). The mass stands for isotropic parabolic bands. The constant \(\varepsilon\) stands for a uniform static background that screens the attraction equally at all distances. The relative motion takes place in \(d\) dimensions and is described by a real envelope \(f(r)\) without angular dependence.

```lean
import Mathlib

open MeasureTheory Set Filter Topology

namespace ExcitonGroundState

noncomputable section
```

The angular integral gives the same factor in the energy and in the norm, so it is left out of both. The kinetic energy is written with the square of the first derivative, so no second derivative is needed:
\[
\mathcal E[f]=\int_0^\infty r^{d-1}\left(\frac{f'(r)^2}{2\mu}-\frac{f(r)^2}{\varepsilon r}\right)dr .
\]
In Lean, `f` is a function on the whole real line, but the integral runs over `Ioi 0`, the set \(r>0\).

```lean
/-- Radial energy of an s-wave exciton envelope `f` in `d ≥ 1` dimensions, with reduced mass
`μ ≠ 0` and dielectric constant `ε ≠ 0`, in units where `ħ = e = 1`. -/
def excitonEnergy (d : ℕ) (μ ε : ℝ) (f : ℝ → ℝ) : ℝ :=
  ∫ r in Ioi (0 : ℝ), r ^ (d - 1) * (deriv f r ^ 2 / (2 * μ) - f r ^ 2 / (ε * r))
```

The squared norm carries the same weight:
\[
N[f]=\int_0^\infty r^{d-1}f(r)^2\,dr .
\]
Envelopes are not normalised in what follows. For \(N[f]>0\), the energy of the normalised state is \(\mathcal E[f]/N[f]\).

```lean
/-- Squared norm of a radial envelope in `d ≥ 1` dimensions, without the angular factor. -/
def radialNorm (d : ℕ) (f : ℝ → ℝ) : ℝ :=
  ∫ r in Ioi (0 : ℝ), r ^ (d - 1) * f r ^ 2
```

The energy that will serve as the bound is
\[
G_d=-\frac{2\mu}{\varepsilon^2(d-1)^2}.
\]
For \(d=3\) it is \(-\mu/(2\varepsilon^2)\), minus the effective Rydberg. In the code, the dimension is a natural number. It is converted to a real number before 1 is subtracted in the denominator, while the exponent `d - 1` in the weight is a natural-number subtraction. The two agree for \(d\ge2\), which the bound assumes.

```lean
/-- The energy `-2μ / (ε² (d - 1)²)`, for `d ≠ 1` and `ε ≠ 0`. -/
def groundEnergy (d : ℕ) (μ ε : ℝ) : ℝ := -(2 * μ / (ε ^ 2 * ((d : ℝ) - 1) ^ 2))
```

The matching inverse length is
\[
\kappa=\frac{2\mu}{\varepsilon(d-1)} .
\]

```lean
/-- The inverse length `κ = 2μ / (ε (d - 1))`, for `d ≠ 1` and `ε ≠ 0`. -/
def kappa (d : ℕ) (μ ε : ℝ) : ℝ := 2 * μ / (ε * ((d : ℝ) - 1))
```

It is the decay rate of an exponential envelope, \(e^{-kr}\) with \(k=\kappa\), which returns near the end.

```lean
/-- The exponential envelope `exp (-k r)`. -/
def expEnvelope (k r : ℝ) : ℝ := Real.exp (-(k * r))
```

## The decay rate that balances the Coulomb term

Substituting the definition of \(\kappa\) gives two identities:
\[
\frac{\kappa(d-1)}{2\mu}=\frac1\varepsilon,\qquad
-\frac{\kappa^2}{2\mu}=-\frac{1}{2\mu}\,\frac{4\mu^2}{\varepsilon^2(d-1)^2}=G_d .
\]
The first matches the Coulomb strength and the second fixes the energy. The three-dimensional rate \(\mu/\varepsilon\) does not carry over to two dimensions. There, with \(k=\mu/\varepsilon\), \(k(d-1)/(2\mu)\) would be \(1/(2\varepsilon)\), and half of the Coulomb term would be left over when the square is completed. The correct rate for \(d=2\) is \(2\mu/\varepsilon\).

The proof first shows that \(d-1\), \(\mu\) and \(\varepsilon\) are nonzero, and `field_simp` then clears the denominators.

```lean
/-- For `d ≥ 2` and `μ, ε > 0`, `κ` balances the Coulomb strength, `κ (d - 1) / 2μ = 1 / ε`,
and fixes the energy, `groundEnergy = -κ² / 2μ`. -/
theorem kappa_relations {d : ℕ} (hd : 2 ≤ d) {μ ε : ℝ} (hμ : 0 < μ) (hε : 0 < ε) :
    kappa d μ ε * ((d : ℝ) - 1) / (2 * μ) = 1 / ε ∧
      groundEnergy d μ ε = -(kappa d μ ε ^ 2 / (2 * μ)) := by
  have hμ0 := hμ.ne'
  have hε0 := hε.ne'
  have hd1 : 0 < (d : ℝ) - 1 := by
    have : (2 : ℝ) ≤ d := by exact_mod_cast hd
    linarith
  have hd0 := hd1.ne'
  unfold groundEnergy kappa
  constructor
  · field_simp
  · field_simp
```

## Integrating the derivative of the radial density

From here on, \(f\) is continuously differentiable with compact support, written `ContDiff ℝ 1 f` and `HasCompactSupport f`. Neither \(f(0)\) nor \(f'(0)\) has to vanish, so a cusp of the three-dimensional wavefunction at zero separation is allowed.

The energy integral will be split into several parts, and each part must be integrable. Outside the support of \(f\), both \(f\) and \(f'\) are zero. A continuous density that vanishes whenever both do therefore has compact support itself, and is integrable.

```lean
/-- A continuous density that vanishes wherever a compactly supported envelope and its
derivative both vanish is integrable over `r > 0`. -/
theorem integrable_density {f g : ℝ → ℝ} (hs : HasCompactSupport f) (hg : Continuous g)
    (h0 : ∀ x, f x = 0 → deriv f x = 0 → g x = 0) :
    Integrable g (volume.restrict (Ioi 0)) := by
  have hK : IsCompact (tsupport f) := hs
  refine (hg.integrable_of_hasCompactSupport
    (HasCompactSupport.intro hK fun x hx => ?_)).integrableOn
  refine h0 x (image_eq_zero_of_notMem_tsupport hx) ?_
  by_contra h
  exact hx (support_deriv_subset h)
```

The product rule gives
\[
\frac{d}{dr}\left(r^{d-1}f^2\right)=(d-1)r^{d-2}f^2+2r^{d-1}ff' .
\]
Integrating over \(r>0\) leaves only boundary values:
\[
\int_0^\infty\left[(d-1)r^{d-2}f^2+2r^{d-1}ff'\right]dr
=\lim_{r\to\infty}r^{d-1}f(r)^2-0^{d-1}f(0)^2=0 .
\]
The limit is zero because \(f\) vanishes at large \(r\). The value at the origin is zero because \(d\ge2\), whatever \(f(0)\) is. For \(d=2\) the factor \(r^{d-2}\) is simply 1.

The theorem states both the integrability and the zero value. Its proof follows the same order: `hder` is the product rule, `hlim` is the limit at infinity, `h0` is the vanishing weight at the origin, and `key` is the fundamental theorem of calculus on the half-line.

```lean
/-- For `d ≥ 2` and a continuously differentiable, compactly supported envelope, the derivative
of `r^(d-1) f²` is integrable over `r > 0` and integrates to zero. -/
theorem integral_deriv_density {d : ℕ} (hd : 2 ≤ d) {f : ℝ → ℝ} (hf : ContDiff ℝ 1 f)
    (hs : HasCompactSupport f) :
    Integrable (fun r => ((d : ℝ) - 1) * (r ^ (d - 2) * f r ^ 2) +
      2 * (r ^ (d - 1) * (f r * deriv f r))) (volume.restrict (Ioi 0)) ∧
    ∫ r in Ioi (0 : ℝ), (((d : ℝ) - 1) * (r ^ (d - 2) * f r ^ 2) +
      2 * (r ^ (d - 1) * (f r * deriv f r))) = 0 := by
  obtain ⟨hdiff, hc'⟩ := contDiff_one_iff_deriv.1 hf
  have hc := hdiff.continuous
  have hI := integrable_density hs
    (g := fun r => ((d : ℝ) - 1) * (r ^ (d - 2) * f r ^ 2) +
      2 * (r ^ (d - 1) * (f r * deriv f r)))
    ((continuous_const.mul ((continuous_pow _).mul (hc.pow 2))).add
      (continuous_const.mul ((continuous_pow _).mul (hc.mul hc'))))
    fun x h1 _ => by simp [h1]
  have hder : ∀ r ∈ Ioi (0 : ℝ), HasDerivAt (fun r => r ^ (d - 1) * f r ^ 2)
      (((d : ℝ) - 1) * (r ^ (d - 2) * f r ^ 2) + 2 * (r ^ (d - 1) * (f r * deriv f r))) r := by
    intro r _
    obtain ⟨n, rfl⟩ : ∃ n, d = n + 2 := ⟨d - 2, by omega⟩
    change HasDerivAt (fun r => r ^ (n + 1) * f r ^ 2) ((((n + 2 : ℕ) : ℝ) - 1) *
      (r ^ n * f r ^ 2) + 2 * (r ^ (n + 1) * (f r * deriv f r))) r
    refine ((hasDerivAt_pow (n + 1) r).fun_mul ((hdiff r).hasDerivAt.fun_pow 2)).congr_deriv ?_
    simp only [Nat.add_sub_cancel, Nat.cast_add, Nat.cast_one, Nat.cast_ofNat, Nat.reduceSub,
      pow_one]
    ring
  -- beyond the support the density is identically zero
  have hlim : Tendsto (fun r => r ^ (d - 1) * f r ^ 2) atTop (𝓝 0) := by
    have hK : IsCompact (tsupport f) := hs
    obtain ⟨B, hB⟩ := hK.bddAbove
    refine tendsto_const_nhds.congr' ?_
    filter_upwards [eventually_gt_atTop B] with x hx
    have hx' : x ∉ tsupport f := fun h => not_le_of_gt hx (hB h)
    simp [image_eq_zero_of_notMem_tsupport hx']
  have hcont : Continuous (fun r => r ^ (d - 1) * f r ^ 2) := (continuous_pow _).mul (hc.pow 2)
  refine ⟨hI, ?_⟩
  -- at the origin the weight vanishes because d ≥ 2
  have h0 : (0 : ℝ) ^ (d - 1) = 0 := zero_pow (by omega)
  have key := integral_Ioi_of_hasDerivAt_of_tendsto hcont.continuousWithinAt hder hI hlim
  simpa [h0] using key
```

## Completing the square

Expanding the square gives
\[
\frac{r^{d-1}}{2\mu}(f'+\kappa f)^2
=\frac{r^{d-1}f'^2}{2\mu}+\frac{\kappa}{\mu}r^{d-1}ff'+\frac{\kappa^2}{2\mu}r^{d-1}f^2 .
\]
Add \(G_d\,r^{d-1}f^2\), which cancels the last term since \(G_d=-\kappa^2/(2\mu)\). Then subtract \(\kappa/(2\mu)\) times the derivative of \(r^{d-1}f^2\). This removes the cross term. Besides the kinetic density \(r^{d-1}f'^2/(2\mu)\), what remains is
\[
-\frac{\kappa(d-1)}{2\mu}r^{d-2}f^2=-\frac{1}{\varepsilon}r^{d-2}f^2=-r^{d-1}\frac{f^2}{\varepsilon r},
\]
which is the Coulomb density. Hence, for every \(r>0\),
\[
r^{d-1}\left(\frac{f'^2}{2\mu}-\frac{f^2}{\varepsilon r}\right)
=G_d\,r^{d-1}f^2+\frac{r^{d-1}}{2\mu}(f'+\kappa f)^2-\frac{\kappa}{2\mu}\frac{d}{dr}\left(r^{d-1}f^2\right).
\]
The last term integrates to zero, so
\[
\mathcal E[f]-G_dN[f]=\frac1{2\mu}\int_0^\infty r^{d-1}(f'+\kappa f)^2\,dr .
\]

In the proof, `hE` is the pointwise identity placed under the integral. It writes \(r^{d-1}=r^{d-2}r\) to absorb the \(1/r\) of the potential, and `linear_combination` combines this cancellation with the two identities for \(\kappa\). The integrability statements `hA`, `hB` and `hW` then allow the integral to be split, and `hW0` removes the total derivative.

```lean
/-- Completing the square: for `d ≥ 2`, `μ, ε > 0` and a continuously differentiable, compactly
supported envelope, the energy minus `groundEnergy` times the norm is the integral of
`r^(d-1) (f' + κ f)² / 2μ`. -/
theorem energy_sub_eq_square {d : ℕ} (hd : 2 ≤ d) {μ ε : ℝ} (hμ : 0 < μ) (hε : 0 < ε)
    {f : ℝ → ℝ} (hf : ContDiff ℝ 1 f) (hs : HasCompactSupport f) :
    excitonEnergy d μ ε f - groundEnergy d μ ε * radialNorm d f =
      1 / (2 * μ) * ∫ r in Ioi (0 : ℝ), r ^ (d - 1) * (deriv f r + kappa d μ ε * f r) ^ 2 := by
  obtain ⟨hk1, hk2⟩ := kappa_relations hd hμ hε
  obtain ⟨hW, hW0⟩ := integral_deriv_density hd hf hs
  obtain ⟨hdiff, hc'⟩ := contDiff_one_iff_deriv.1 hf
  have hc := hdiff.continuous
  have hε0 := hε.ne'
  generalize kappa d μ ε = k at hk1 hk2 ⊢
  generalize groundEnergy d μ ε = G at hk2 ⊢
  -- for r > 0, split the energy density into norm, square and total-derivative terms
  have hE : excitonEnergy d μ ε f = ∫ r in Ioi (0 : ℝ),
      (G * (r ^ (d - 1) * f r ^ 2) + 1 / (2 * μ) * (r ^ (d - 1) * (deriv f r + k * f r) ^ 2) -
        k / (2 * μ) * (((d : ℝ) - 1) * (r ^ (d - 2) * f r ^ 2) +
          2 * (r ^ (d - 1) * (f r * deriv f r)))) := by
    refine setIntegral_congr_fun measurableSet_Ioi fun r hr => ?_
    have hr0 : r ≠ 0 := (mem_Ioi.1 hr).ne'
    have hV : r * (f r ^ 2 / (ε * r)) = f r ^ 2 / ε := by field_simp
    have hp : r ^ (d - 1) = r ^ (d - 2) * r := by
      rw [← pow_succ]
      congr 1
      omega
    simp only [hp]
    generalize f r ^ 2 / (ε * r) = V at hV ⊢
    linear_combination (-(r ^ (d - 2))) * hV - r ^ (d - 2) * r * f r ^ 2 * hk2 +
      r ^ (d - 2) * f r ^ 2 * hk1
  have hA : Integrable (fun r => G * (r ^ (d - 1) * f r ^ 2)) (volume.restrict (Ioi 0)) :=
    integrable_density hs (continuous_const.mul ((continuous_pow _).mul (hc.pow 2)))
      fun x h1 _ => by simp [h1]
  have hB : Integrable (fun r => 1 / (2 * μ) * (r ^ (d - 1) * (deriv f r + k * f r) ^ 2))
      (volume.restrict (Ioi 0)) :=
    integrable_density hs (continuous_const.mul ((continuous_pow _).mul
      ((hc'.add (continuous_const.mul hc)).pow 2))) fun x h1 h2 => by simp [h1, h2]
  have hAB : Integrable (fun r => G * (r ^ (d - 1) * f r ^ 2) +
      1 / (2 * μ) * (r ^ (d - 1) * (deriv f r + k * f r) ^ 2)) (volume.restrict (Ioi 0)) :=
    hA.add hB
  rw [hE, integral_sub hAB (hW.const_mul _), integral_add hA hB, integral_const_mul,
    integral_const_mul, integral_const_mul, hW0]
  unfold radialNorm
  ring
```

## The bound, and why the envelope must not jump

For \(r>0\) the weight is nonnegative, the square is nonnegative and \(\mu>0\). The right-hand side above is therefore nonnegative, and
\[
\mathcal E[f]\ \ge\ -\frac{2\mu}{\varepsilon^2(d-1)^2}\,N[f] .
\]
In Lean the norm stays on the left as a factor, so the zero envelope needs no separate treatment.

```lean
/-- For `d ≥ 2` and `μ, ε > 0`, the energy of a continuously differentiable, compactly supported
envelope is at least `-2μ / (ε² (d - 1)²)` times its norm. -/
theorem energy_bound {d : ℕ} (hd : 2 ≤ d) {μ ε : ℝ} (hμ : 0 < μ) (hε : 0 < ε)
    {f : ℝ → ℝ} (hf : ContDiff ℝ 1 f) (hs : HasCompactSupport f) :
    groundEnergy d μ ε * radialNorm d f ≤ excitonEnergy d μ ε f := by
  have hsq : 0 ≤ ∫ r in Ioi (0 : ℝ), r ^ (d - 1) * (deriv f r + kappa d μ ε * f r) ^ 2 :=
    setIntegral_nonneg measurableSet_Ioi fun r hr =>
      mul_nonneg (pow_nonneg (mem_Ioi.1 hr).le _) (sq_nonneg _)
  have hpos := mul_nonneg (show 0 ≤ 1 / (2 * μ) by positivity) hsq
  linarith [energy_sub_eq_square hd hμ hε hf hs]
```

The smoothness hypothesis matters. Take \(d=3\), \(\mu=\varepsilon=1\), and let \(f\) be 1 for \(|r|\le1\) and 0 elsewhere. Its pointwise derivative is zero except at the jumps, which do not affect the integral. The energy formula then gives
\[
\mathcal E[f]=-\int_0^1 r\,dr=-\frac12,\qquad
G_3N[f]=-\frac12\int_0^1r^2\,dr=-\frac16 ,
\]
and the inequality fails, because the formula misses the kinetic cost of the jump.

For this single-pair effective-mass model with the potential \(-1/(\varepsilon r)\), the bound offers a check on variational codes: a smooth, compactly supported radial trial envelope whose computed energy per unit norm lies below \(G_d\) points to an error in the calculation. Envelopes with angular dependence, anisotropic masses and the distance-dependent screening of thin layers are not treated.

## The exponential solution at the same energy

The square vanishes when \(f'=-\kappa f\), which is solved by \(f=e^{-\kappa r}\). Then \(f''=\kappa^2f\), and the radial Schrödinger operator multiplied by \(r\) gives
\[
-\frac1{2\mu}\left(rf''+(d-1)f'\right)-\frac f\varepsilon
=-\frac{\kappa^2}{2\mu}rf+\left(\frac{\kappa(d-1)}{2\mu}-\frac1\varepsilon\right)f
=G_d\,rf .
\]
Multiplying by \(r\) removes the singularity at the origin, so the identity holds for every real \(r\). The proof computes the two derivatives and closes with the same two identities for \(\kappa\).

```lean
/-- For `d ≥ 2` and `μ, ε > 0`, the envelope `exp (-κ r)` solves the radial Schrödinger equation,
here multiplied by `r`, with energy `-2μ / (ε² (d - 1)²)`. -/
theorem expEnvelope_schrodinger {d : ℕ} (hd : 2 ≤ d) {μ ε : ℝ} (hμ : 0 < μ) (hε : 0 < ε)
    (r : ℝ) :
    -(1 / (2 * μ)) * (r * deriv (deriv (expEnvelope (kappa d μ ε))) r +
        ((d : ℝ) - 1) * deriv (expEnvelope (kappa d μ ε)) r) -
      expEnvelope (kappa d μ ε) r / ε =
      groundEnergy d μ ε * (r * expEnvelope (kappa d μ ε) r) := by
  obtain ⟨hk1, hk2⟩ := kappa_relations hd hμ hε
  generalize kappa d μ ε = k at hk1 hk2 ⊢
  have hder : ∀ x, HasDerivAt (expEnvelope k) (-k * expEnvelope k x) x := fun x =>
    (((hasDerivAt_id' x).const_mul k).fun_neg).exp.congr_deriv (by unfold expEnvelope; ring)
  have h1 : deriv (expEnvelope k) = fun x => -k * expEnvelope k x :=
    funext fun x => (hder x).deriv
  have h2 : deriv (deriv (expEnvelope k)) r = k ^ 2 * expEnvelope k r := by
    rw [h1]
    exact (((hder r).const_mul (-k)).congr_deriv (by ring)).deriv
  rw [h2, (hder r).deriv]
  linear_combination (-(r * expEnvelope k r)) * hk2 + expEnvelope k r * hk1
```

This envelope is positive at every distance, so it lies outside the compactly supported class of the bound. The theorems therefore supply a lower bound and a solution of the differential equation at the same energy; that \(G_d\) is the best possible constant would take a further argument, for instance approximation by cut-off exponentials.

## Two dimensions against three

With the same \(\mu\) and \(\varepsilon\), the factor \((d-1)^2\) is 1 for \(d=2\) and 4 for \(d=3\):
\[
G_2=-\frac{2\mu}{\varepsilon^2}=4\left(-\frac{\mu}{2\varepsilon^2}\right)=4G_3 .
\]
This is the factor of four between the ground-state energies of the ideal two-dimensional and three-dimensional exciton in the hydrogenic model, measured from the band gap. The excited levels do not share this factor.

```lean
/-- For the same `μ` and `ε`, `groundEnergy` in two dimensions is four times its value in three
dimensions. -/
theorem groundEnergy_two_eq_four_mul_three (μ ε : ℝ) :
    groundEnergy 2 μ ε = 4 * groundEnergy 3 μ ε := by
  unfold groundEnergy
  push_cast
  ring

end

end ExcitonGroundState
```

```lean
#print axioms ExcitonGroundState.energy_bound
#print axioms ExcitonGroundState.expEnvelope_schrodinger
#print axioms ExcitonGroundState.groundEnergy_two_eq_four_mul_three
```

```
'ExcitonGroundState.energy_bound' depends on axioms: [propext, Classical.choice, Quot.sound]
'ExcitonGroundState.expEnvelope_schrodinger' depends on axioms: [propext, Classical.choice, Quot.sound]
'ExcitonGroundState.groundEnergy_two_eq_four_mul_three' depends on axioms: [propext, Classical.choice, Quot.sound]
```
